# Norm bounds on the commutator with an exponential and the drift of an approximately conserved observable

Take two bounded operators \(A\) and \(B\) and the commutator of \(A\) with \(B^2\). Adding and subtracting \(BAB\) gives
\[ [A,B^2] = AB^2 - BAB + BAB - B^2A = [A,B]\,B + B\,[A,B]. \]
Each term contains the commutator once and one spare factor of \(B\), so the triangle inequality and \(\|XY\|\le\|X\|\|Y\|\) give \(\|[A,B^2]\|\le 2\|B\|\,\|[A,B]\|\). This is the estimate that the derivative \(2x\) of \(x^2\) suggests, and the same pattern holds for every power and for the exponential.

## The claim

With \(\hbar=1\), let \(U(t)=\exp(-itH)\) and \(A(t)=U(-t)\,A\,U(t)\) for real \(t\).

1. In any normed ring, \(\|[A,B^{n+1}]\|\le(n+1)\|B\|^n\|[A,B]\|\) for every natural \(n\).
2. In a complex Banach algebra, \(\|[A,\exp B]\|\le\|[A,B]\|\,e^{\|B\|}\).
3. In a complex Banach algebra, \(\|[A,U(t)]\|\le|t|\,\|[A,H]\|\,e^{|t|\|H\|}\), and if \(\|1\|=1\) then \(\|A(t)-A\|\le|t|\,\|[A,H]\|\,e^{2|t|\|H\|}\).
4. In a C*-algebra with \(H^\dagger=H\), both \(\|[A,U(t)]\|\) and \(\|A(t)-A\|\) are at most \(|t|\,\|[A,H]\|\).

For a bounded, time-independent Hamiltonian, such as a Hermitian matrix in a finite orthonormal spin-orbital basis, claim 4 limits how fast a nearly conserved quantity can drift: a spin component that commutes with the spin-free part of \(H\) changes in norm by at most \(|t|\) times the norm of its commutator with the weak spin-dependent term.

## Derivation by hand

The Leibniz rule is \([A,BC]=ABC-BCA=(AB-BA)C+B(AC-CA)=[A,B]C+B[A,C]\). Claim 1 is an equality at \(n=0\). Assuming it for \(n\), write \(B^{n+2}=B^{n+1}B\):
\[ \|[A,B^{n+2}]\|\le\|[A,B^{n+1}]\|\,\|B\|+\|B^{n+1}\|\,\|[A,B]\|\le\big((n+1)+1\big)\|B\|^{n+1}\|[A,B]\|. \]
Only \(\|B^{k}\|\le\|B\|^{k}\) with \(k\ge1\) is used, which follows from submultiplicativity alone.

For claim 2, multiplication by \(A\) on either side is continuous, so the commutator passes through \(\exp B=\sum_n B^n/n!\) term by term. The term \([A,1]\) is zero, and \((n+1)/(n+1)!=1/n!\), so
\[ \|[A,\exp B]\|\le\sum_{n\ge0}\frac{\|[A,B^{n+1}]\|}{(n+1)!}\le\|[A,B]\|\sum_{n\ge0}\frac{\|B\|^n}{n!}=\|[A,B]\|\,e^{\|B\|}. \]

For claim 3 set \(B=-itH\). Then \([A,B]=-it[A,H]\) and \(\|B\|=|t|\|H\|\), which gives the first bound. The exponents \(-isH\) and \(-itH\) commute, so \(U(s+t)=U(s)U(t)\) and \(U(-t)U(t)=U(0)=1\). Hence
\[ A(t)-A=U(-t)AU(t)-U(-t)U(t)A=U(-t)\,[A,U(t)]. \]
Comparing series gives \(\|\exp B\|\le e^{\|B\|}\), where the zeroth term now needs \(\|1\|\le1\). So \(\|U(-t)\|\le e^{|t|\|H\|}\), and the two exponentials multiply.

For claim 4, \(H^\dagger=H\) gives \(U(t)^\dagger=U(-t)\), and the C*-identity \(\|X^\dagger X\|=\|X\|^2\) gives \(\|U(t)\|^2=\|1\|\le1\). Cut the time into \(n+1\) steps \(s=t/(n+1)\), so that \(U(t)=U(s)^{n+1}\). Claim 1 with \(B=U(s)\), followed by claim 3 at time \(s\), yields
\[ \|[A,U(t)]\|\le(n+1)\cdot1\cdot|s|\,\|[A,H]\|\,e^{|s|\|H\|}=|t|\,\|[A,H]\|\,e^{|t|\|H\|/(n+1)}. \]
The left side does not depend on \(n\), and the exponential tends to \(1\) as \(n\to\infty\). The drift bound follows from \(\|U(-t)\|\le1\).

## Formal development

The name `exp` below is Mathlib's exponential of an algebra element, given by the power series, while `Real.exp` is the scalar function.

```lean
import Mathlib

open NormedSpace Filter Topology

namespace CommutatorExponentialBound

noncomputable section
```

The commutator needs only a ring, and the Leibniz rule is an identity of noncommutative polynomials, which `noncomm_ring` checks by expanding both sides.

```lean
/-- The commutator `[A, B] = A B - B A` of two operators. -/
def opComm {R : Type*} [Ring R] (A B : R) : R := A * B - B * A

/-- Leibniz rule: `[A, B C] = [A, B] C + B [A, C]`. -/
theorem opComm_mul {R : Type*} [Ring R] (A B C : R) :
    opComm A (B * C) = opComm A B * C + B * opComm A C := by
  unfold opComm
  noncomm_ring
```

A `NormedRing` has a submultiplicative norm and makes no assumption on \(\|1\|\). In the inductive step `pow_succ` splits off the last factor of \(B\), and the `calc` block applies the triangle inequality, then the hypothesis `ih` together with `norm_pow_le'`, the power bound for positive exponents, and finally collects the two terms.

```lean
/-- Power bound in any normed ring: `‖[A, B^(n+1)]‖ ≤ (n+1) ‖B‖^n ‖[A, B]‖`. -/
theorem norm_opComm_pow_le {R : Type*} [NormedRing R] (A B : R) (n : ℕ) :
    ‖opComm A (B ^ (n + 1))‖ ≤ ((n : ℝ) + 1) * ‖B‖ ^ n * ‖opComm A B‖ := by
  induction n with
  | zero => simp
  | succ n ih =>
    -- peel off one factor of `B` with the Leibniz rule
    rw [pow_succ B (n + 1), opComm_mul]
    calc ‖opComm A (B ^ (n + 1)) * B + B ^ (n + 1) * opComm A B‖
        ≤ ‖opComm A (B ^ (n + 1))‖ * ‖B‖ + ‖B ^ (n + 1)‖ * ‖opComm A B‖ :=
          (norm_add_le _ _).trans (add_le_add (norm_mul_le _ _) (norm_mul_le _ _))
      _ ≤ (((n : ℝ) + 1) * ‖B‖ ^ n * ‖opComm A B‖) * ‖B‖ + ‖B‖ ^ (n + 1) * ‖opComm A B‖ :=
          add_le_add (mul_le_mul_of_nonneg_right ih (norm_nonneg _))
            (mul_le_mul_of_nonneg_right (norm_pow_le' B (Nat.succ_pos n)) (norm_nonneg _))
      _ = (((n + 1 : ℕ) : ℝ) + 1) * ‖B‖ ^ (n + 1) * ‖opComm A B‖ := by
          push_cast
          ring
```

The type `𝔸` is now a complex Banach algebra: `NormedAlgebra ℂ 𝔸` supplies complex scalars compatible with the norm, and `CompleteSpace 𝔸` makes the exponential series converge. Bounded operators on a Hilbert space, with the operator norm, are the physical example. The two definitions fix \(\hbar=1\), the sign in \(\exp(-itH)\), and the order of factors in \(A(t)\). At this level neither `H` nor `A` is assumed self-adjoint, and `t` may have either sign.

```lean
section Banach

variable {𝔸 : Type*} [NormedRing 𝔸] [NormedAlgebra ℂ 𝔸] [CompleteSpace 𝔸]

/-- The propagator `U(t) = exp(-i t H)` of a Hamiltonian `H`, in units with `ħ = 1`. -/
def propagator (H : 𝔸) (t : ℝ) : 𝔸 := exp ((-(Complex.I * (t : ℂ))) • H)

/-- The Heisenberg-picture observable `A(t) = U(-t) A U(t)`. -/
def heisenberg (H A : 𝔸) (t : ℝ) : 𝔸 := propagator H (-t) * A * propagator H t
```

The next lemma states that \(\sum_n[A,B^{n+1}]/(n+1)!\) converges to \([A,\exp B]\). The series for \(\exp B\) is multiplied by \(A\) from the left and from the right (`mul_left`, `mul_right`) and the two are subtracted. Then `hasSum_nat_add_iff'` shifts the index by one, and `h0` removes the leftover term \([A,B^0]\).

```lean
/-- The series `∑ₙ [A, B^(n+1)] / (n+1)!` converges to `[A, exp B]`. -/
theorem hasSum_opComm_exp (A B : 𝔸) :
    HasSum (fun n : ℕ => ((n + 1).factorial : ℂ)⁻¹ • opComm A (B ^ (n + 1)))
      (opComm A (exp B)) := by
  have hs := exp_series_hasSum_exp' (𝕂 := ℂ) B
  -- the commutator passes through the exponential series term by term
  have h : HasSum (fun n : ℕ => (n.factorial : ℂ)⁻¹ • opComm A (B ^ n)) (opComm A (exp B)) := by
    have h' := (hs.mul_left A).sub (hs.mul_right A)
    simpa only [opComm, smul_sub, mul_smul_comm, smul_mul_assoc] using h'
  -- the zeroth term `[A, 1]` vanishes
  have h0 : opComm A (B ^ 0) = 0 := by simp [opComm]
  have h1 := (hasSum_nat_add_iff' 1).mpr h
  simp only [Finset.sum_range_one, h0, smul_zero, sub_zero] at h1
  exact h1
```

Claim 2 is `norm_opComm_exp_le`, stated for arbitrary `A` and `B` and without \(\|1\|=1\). The real comparison series is `hr`, with sum \(\|[A,B]\|e^{\|B\|}\). The lemma `tsum_of_norm_bounded` reduces the bound on the sum to a bound on each term, and the three `calc` steps pull out the scalar \(1/(n+1)!\), apply claim 1, and cancel \(n+1\).

```lean
/-- Main bound in a complex Banach algebra: `‖[A, exp B]‖ ≤ ‖[A, B]‖ e^‖B‖`. -/
theorem norm_opComm_exp_le (A B : 𝔸) :
    ‖opComm A (exp B)‖ ≤ ‖opComm A B‖ * Real.exp ‖B‖ := by
  have hr : HasSum (fun n : ℕ => ‖opComm A B‖ * ((n.factorial : ℝ)⁻¹ * ‖B‖ ^ n))
      (‖opComm A B‖ * Real.exp ‖B‖) := by
    rw [Real.exp_eq_exp_ℝ]
    simpa only [smul_eq_mul] using
      (exp_series_hasSum_exp' (𝕂 := ℝ) ‖B‖).mul_left ‖opComm A B‖
  rw [← (hasSum_opComm_exp A B).tsum_eq]
  refine tsum_of_norm_bounded hr fun n => ?_
  have hn : (n.factorial : ℝ) ≠ 0 := by exact_mod_cast n.factorial_ne_zero
  have hn1 : (n : ℝ) + 1 ≠ 0 := by positivity
  -- term by term: the power bound, then `(n+1)/(n+1)! = 1/n!`
  calc ‖((n + 1).factorial : ℂ)⁻¹ • opComm A (B ^ (n + 1))‖
      = ((n + 1).factorial : ℝ)⁻¹ * ‖opComm A (B ^ (n + 1))‖ := by
        rw [norm_smul, norm_inv, Complex.norm_natCast]
    _ ≤ ((n + 1).factorial : ℝ)⁻¹ * (((n : ℝ) + 1) * ‖B‖ ^ n * ‖opComm A B‖) :=
        mul_le_mul_of_nonneg_left (norm_opComm_pow_le A B n) (by positivity)
    _ = ‖opComm A B‖ * ((n.factorial : ℝ)⁻¹ * ‖B‖ ^ n) := by
        rw [Nat.factorial_succ]
        push_cast
        field_simp
```

The group law rests on `exp_add_of_commute`, with `hc` recording that two scalar multiples of \(H\) commute and `hsum` splitting the exponent.

```lean
/-- Group law of the propagator: `U(s + t) = U(s) U(t)`. -/
theorem propagator_add (H : 𝔸) (s t : ℝ) :
    propagator H (s + t) = propagator H s * propagator H t := by
  let _ : NormedAlgebra ℚ 𝔸 := NormedAlgebra.restrictScalars ℚ ℂ 𝔸
  have hc : Commute ((-(Complex.I * (s : ℂ))) • H) ((-(Complex.I * (t : ℂ))) • H) :=
    Commute.smul_right (Commute.smul_left (Commute.refl H) _) _
  have hsum : (-(Complex.I * ((s + t : ℝ) : ℂ))) • H
      = (-(Complex.I * (s : ℂ))) • H + (-(Complex.I * (t : ℂ))) • H := by
    rw [← add_smul]
    congr 1
    push_cast
    ring
  unfold propagator
  rw [hsum, exp_add_of_commute hc]
```

The first half of claim 3 is the substitution \(B=-itH\): `hsm` takes the scalar out of the commutator and `hc` is \(|-it|=|t|\).

```lean
/-- Commutator with the propagator: `‖[A, U(t)]‖ ≤ |t| ‖[A, H]‖ e^(|t| ‖H‖)`. -/
theorem norm_opComm_propagator_le (H A : 𝔸) (t : ℝ) :
    ‖opComm A (propagator H t)‖ ≤ |t| * ‖opComm A H‖ * Real.exp (|t| * ‖H‖) := by
  have hsm : opComm A ((-(Complex.I * (t : ℂ))) • H)
      = (-(Complex.I * (t : ℂ))) • opComm A H := by
    simp only [opComm, smul_sub, mul_smul_comm, smul_mul_assoc]
  have hc : ‖-(Complex.I * (t : ℂ))‖ = |t| := by simp
  have h := norm_opComm_exp_le A ((-(Complex.I * (t : ℂ))) • H)
  rw [hsm, norm_smul, norm_smul, hc] at h
  exact h
```

The drift identity uses `hinv`, that is \(U(-t)U(t)=1\), obtained from the group law at total time zero.

```lean
/-- The drift of a Heisenberg observable is `A(t) - A = U(-t) [A, U(t)]`. -/
theorem heisenberg_sub (H A : 𝔸) (t : ℝ) :
    heisenberg H A t - A = propagator H (-t) * opComm A (propagator H t) := by
  have hinv : propagator H (-t) * propagator H t = 1 := by
    rw [← propagator_add, neg_add_cancel]
    simp [propagator]
  unfold heisenberg opComm
  rw [mul_sub, ← mul_assoc, ← mul_assoc, hinv, one_mul]
```

The hypothesis `NormOneClass 𝔸` is \(\|1\|=1\). It enters in `hexp` through `norm_pow_le`, which covers the exponent zero. Some condition of this kind is needed for that step, since \(\|\exp B\|\le e^{\|B\|}\) at \(B=0\) reads \(\|1\|\le1\). The final `calc` chains the drift identity, submultiplicativity and the two exponential bounds.

```lean
/-- In a complex Banach algebra with `‖1‖ = 1` the drift of a Heisenberg observable obeys
`‖A(t) - A‖ ≤ |t| ‖[A, H]‖ e^(2 |t| ‖H‖)`. -/
theorem norm_heisenberg_sub_le [NormOneClass 𝔸] (H A : 𝔸) (t : ℝ) :
    ‖heisenberg H A t - A‖ ≤ |t| * ‖opComm A H‖ * Real.exp (2 * |t| * ‖H‖) := by
  -- `‖exp B‖ ≤ e^‖B‖` by comparison of the two exponential series
  have hexp : ∀ B : 𝔸, ‖exp B‖ ≤ Real.exp ‖B‖ := by
    intro B
    have hs := exp_series_hasSum_exp' (𝕂 := ℂ) B
    have hr := exp_series_hasSum_exp' (𝕂 := ℝ) ‖B‖
    rw [← hs.tsum_eq, Real.exp_eq_exp_ℝ]
    refine tsum_of_norm_bounded hr fun n => ?_
    calc ‖(n.factorial : ℂ)⁻¹ • B ^ n‖ = (n.factorial : ℝ)⁻¹ * ‖B ^ n‖ := by
          rw [norm_smul, norm_inv, Complex.norm_natCast]
      _ ≤ (n.factorial : ℝ)⁻¹ * ‖B‖ ^ n :=
          mul_le_mul_of_nonneg_left (norm_pow_le B n) (by positivity)
      _ = (n.factorial : ℝ)⁻¹ • ‖B‖ ^ n := (smul_eq_mul _ _).symm
  have hU : ‖propagator H (-t)‖ ≤ Real.exp (|t| * ‖H‖) := by
    have hc : ‖-(Complex.I * ((-t : ℝ) : ℂ))‖ = |t| := by simp
    have h := hexp ((-(Complex.I * ((-t : ℝ) : ℂ))) • H)
    rw [norm_smul, hc] at h
    exact h
  calc ‖heisenberg H A t - A‖
      = ‖propagator H (-t) * opComm A (propagator H t)‖ := by rw [heisenberg_sub]
    _ ≤ ‖propagator H (-t)‖ * ‖opComm A (propagator H t)‖ := norm_mul_le _ _
    _ ≤ Real.exp (|t| * ‖H‖) * (|t| * ‖opComm A H‖ * Real.exp (|t| * ‖H‖)) :=
        mul_le_mul hU (norm_opComm_propagator_le H A t) (norm_nonneg _) (by positivity)
    _ = |t| * ‖opComm A H‖ * Real.exp (2 * |t| * ‖H‖) := by
        rw [show 2 * |t| * ‖H‖ = |t| * ‖H‖ + |t| * ‖H‖ by ring, Real.exp_add]
        ring

end Banach
```

A `CStarAlgebra` is a unital complex Banach algebra with an adjoint `star` satisfying the C*-identity, and `IsSelfAdjoint H` means \(H^\dagger=H\). The step `hstar` moves the adjoint through the exponential and conjugates the scalar. No assumption on \(\|1\|\) is made: the C*-identity gives \(\|1\|=\|1\|^2\), hence `hone`, and `hU` becomes \(\|1\|=\|U(t)\|^2\).

```lean
section CStar

variable {𝔸 : Type*} [CStarAlgebra 𝔸]

/-- For a self-adjoint Hamiltonian in a C*-algebra the propagator has norm at most one. -/
theorem norm_propagator_le_one {H : 𝔸} (hH : IsSelfAdjoint H) (t : ℝ) :
    ‖propagator H t‖ ≤ 1 := by
  -- `U(t)† = U(-t)`
  have hstar : star (propagator H t) = propagator H (-t) := by
    have hc : star (-(Complex.I * (t : ℂ))) = -(Complex.I * ((-t : ℝ) : ℂ)) := by
      apply Complex.ext <;> simp
    unfold propagator
    rw [star_exp, star_smul, hH.star_eq, hc]
  have hinv : propagator H (-t) * propagator H t = 1 := by
    rw [← propagator_add, neg_add_cancel]
    simp [propagator]
  -- the C*-identity for `1` and for `U(t)`
  have h1 : ‖star (1 : 𝔸) * 1‖ = ‖(1 : 𝔸)‖ * ‖(1 : 𝔸)‖ := CStarRing.norm_star_mul_self
  rw [star_one, mul_one] at h1
  have hone : ‖(1 : 𝔸)‖ ≤ 1 := by nlinarith [norm_nonneg (1 : 𝔸)]
  have hU : ‖star (propagator H t) * propagator H t‖
      = ‖propagator H t‖ * ‖propagator H t‖ := CStarRing.norm_star_mul_self
  rw [hstar, hinv] at hU
  nlinarith [norm_nonneg (propagator H t)]
```

The first half of claim 4 follows the time-slicing argument. Here `hpow` is \(U(s)^{n+1}=U((n+1)s)\), and `bound` is the inequality with exponent \(|t|\|H\|/(n+1)\), valid for every \(n\). Continuity of the right side in \(x=1/(n+1)\) gives the limit `hlim`, and `ge_of_tendsto'` passes the inequality to the limit \(x=0\). The observable `A` is an arbitrary element; only `H` is self-adjoint.

```lean
/-- For a self-adjoint Hamiltonian in a C*-algebra, `‖[A, U(t)]‖ ≤ |t| ‖[A, H]‖`. -/
theorem norm_opComm_propagator_le_linear {H : 𝔸} (hH : IsSelfAdjoint H) (A : 𝔸) (t : ℝ) :
    ‖opComm A (propagator H t)‖ ≤ |t| * ‖opComm A H‖ := by
  have hpow : ∀ (s : ℝ) (n : ℕ),
      propagator H s ^ (n + 1) = propagator H (((n : ℝ) + 1) * s) := by
    intro s n
    induction n with
    | zero => simp
    | succ n ih =>
      rw [pow_succ, ih, ← propagator_add]
      congr 1
      push_cast
      ring
  -- cut the time `t` into `n + 1` equal steps and use the power bound
  have bound : ∀ n : ℕ, ‖opComm A (propagator H t)‖
      ≤ |t| * ‖opComm A H‖ * Real.exp (|t| * ‖H‖ * (1 / ((n : ℝ) + 1))) := by
    intro n
    have hn : (0 : ℝ) < (n : ℝ) + 1 := by positivity
    have hn' : (n : ℝ) + 1 ≠ 0 := hn.ne'
    obtain ⟨s, hs⟩ : ∃ s : ℝ, t = ((n : ℝ) + 1) * s := ⟨t / ((n : ℝ) + 1), by field_simp⟩
    have habs : |t| = ((n : ℝ) + 1) * |s| := by rw [hs, abs_mul, abs_of_pos hn]
    have hexp : |t| * ‖H‖ * (1 / ((n : ℝ) + 1)) = |s| * ‖H‖ := by
      rw [habs]
      field_simp
    have hU : propagator H t = propagator H s ^ (n + 1) := by rw [hpow, ← hs]
    have h1 : ‖propagator H s‖ ^ n ≤ 1 :=
      pow_le_one₀ (norm_nonneg _) (norm_propagator_le_one hH s)
    rw [hexp, habs, hU]
    calc ‖opComm A (propagator H s ^ (n + 1))‖
        ≤ ((n : ℝ) + 1) * ‖propagator H s‖ ^ n * ‖opComm A (propagator H s)‖ :=
          norm_opComm_pow_le _ _ n
      _ ≤ ((n : ℝ) + 1) * 1 * (|s| * ‖opComm A H‖ * Real.exp (|s| * ‖H‖)) :=
          mul_le_mul (mul_le_mul_of_nonneg_left h1 hn.le) (norm_opComm_propagator_le H A s)
            (norm_nonneg _) (by positivity)
      _ = ((n : ℝ) + 1) * |s| * ‖opComm A H‖ * Real.exp (|s| * ‖H‖) := by ring
  -- let the number of steps go to infinity
  have h0 : Tendsto (fun n : ℕ => 1 / ((n : ℝ) + 1)) atTop (𝓝 0) :=
    tendsto_one_div_add_atTop_nhds_zero_nat
  have hcont : Continuous fun x : ℝ => |t| * ‖opComm A H‖ * Real.exp (|t| * ‖H‖ * x) := by
    fun_prop
  have hlim := (hcont.tendsto 0).comp h0
  have hle : ‖opComm A (propagator H t)‖ ≤ |t| * ‖opComm A H‖ * Real.exp (|t| * ‖H‖ * 0) :=
    ge_of_tendsto' hlim fun n => bound n
  rwa [mul_zero, Real.exp_zero, mul_one] at hle
```

The last bound reads: for self-adjoint \(H\), any \(A\) and any real \(t\), the Heisenberg observable stays within \(|t|\,\|[A,H]\|\) of its initial value in norm. When \([A,H]=0\) the right side vanishes and \(A(t)=A\).

```lean
/-- For a self-adjoint Hamiltonian in a C*-algebra the drift of a Heisenberg observable obeys
`‖A(t) - A‖ ≤ |t| ‖[A, H]‖`. -/
theorem norm_heisenberg_sub_le_linear {H : 𝔸} (hH : IsSelfAdjoint H) (A : 𝔸) (t : ℝ) :
    ‖heisenberg H A t - A‖ ≤ |t| * ‖opComm A H‖ := by
  calc ‖heisenberg H A t - A‖
      = ‖propagator H (-t) * opComm A (propagator H t)‖ := by rw [heisenberg_sub]
    _ ≤ ‖propagator H (-t)‖ * ‖opComm A (propagator H t)‖ := norm_mul_le _ _
    _ ≤ 1 * (|t| * ‖opComm A H‖) :=
        mul_le_mul (norm_propagator_le_one hH (-t)) (norm_opComm_propagator_le_linear hH A t)
          (norm_nonneg _) zero_le_one
    _ = |t| * ‖opComm A H‖ := one_mul _

end CStar
```

Self-adjointness cannot be dropped from the linear commutator bound. For \(2\times2\) matrices with the operator norm take \(H=i\sigma_z\) and \(A=\sigma_x\). Then \(U(t)=\mathrm{diag}(e^{t},e^{-t})\), the commutator \([A,U(t)]\) has off-diagonal entries \(\mp2\sinh t\) and norm \(2\sinh|t|\), while \([A,H]=2\sigma_y\) has norm \(2\); and \(2\sinh|t|>2|t|\) for \(t\ne0\).

A one-parameter two-level model shows a symmetry broken at first order. The Hamiltonian is \(H=\sigma_z+\varepsilon\sigma_x\) with real \(\varepsilon\), and the observable is \(\sigma_z\).

```lean
/-- The Pauli matrix `σ_z`. -/
def sigmaZ : Matrix (Fin 2) (Fin 2) ℂ := !![1, 0; 0, -1]

/-- The two-level Hamiltonian `σ_z + ε σ_x` with a real coupling `ε`. -/
def twoLevelH (ε : ℝ) : Matrix (Fin 2) (Fin 2) ℂ := !![1, (ε : ℂ); (ε : ℂ), -1]
```

By hand,
\[ \sigma_zH-H\sigma_z=\begin{pmatrix}1&\varepsilon\\-\varepsilon&1\end{pmatrix}-\begin{pmatrix}1&-\varepsilon\\\varepsilon&1\end{pmatrix}=\begin{pmatrix}0&2\varepsilon\\-2\varepsilon&0\end{pmatrix}. \]
The theorem states this matrix identity and the self-adjointness of \(H\), where `star` on matrices is the conjugate transpose. Both parts are checked on the four entries by `fin_cases`.

```lean
/-- The Hamiltonian `σ_z + ε σ_x` is self-adjoint, and its commutator with `σ_z` has zero
diagonal and off-diagonal entries `2 ε` and `-2 ε`. -/
theorem approximate_symmetry_witness (ε : ℝ) :
    IsSelfAdjoint (twoLevelH ε) ∧
      opComm sigmaZ (twoLevelH ε) = !![0, 2 * (ε : ℂ); -(2 * (ε : ℂ)), 0] := by
  constructor
  · show star (twoLevelH ε) = twoLevelH ε
    ext i j
    fin_cases i <;> fin_cases j <;> simp [twoLevelH, Matrix.star_apply]
  · ext i j
    fin_cases i <;> fin_cases j <;>
      simp [opComm, sigmaZ, twoLevelH] <;> ring

end

end CommutatorExponentialBound
```

```lean
#print axioms CommutatorExponentialBound.norm_opComm_exp_le
#print axioms CommutatorExponentialBound.norm_heisenberg_sub_le
#print axioms CommutatorExponentialBound.norm_heisenberg_sub_le_linear
```

```
'CommutatorExponentialBound.norm_opComm_exp_le' depends on axioms: [propext, Classical.choice, Quot.sound]
'CommutatorExponentialBound.norm_heisenberg_sub_le' depends on axioms: [propext, Classical.choice, Quot.sound]
'CommutatorExponentialBound.norm_heisenberg_sub_le_linear' depends on axioms: [propext, Classical.choice, Quot.sound]
```

## Scope

Every operator is an element of a normed algebra and so has a finite norm. Unbounded operators, such as the kinetic energy or the Coulomb Hamiltonian on the full function space, are not covered, although \(\|H\|\) is absent from the bounds of claim 4. The Hamiltonian does not depend on time, and no states or expectation values appear in the statements. The two-level theorem is purely algebraic: it puts no norm on the matrices and does not apply the drift bound to them.

The counter-example with \(H=i\sigma_z\) and the three steps that follow are done by hand only and have no Lean proof here. In the operator norm the two-level commutator equals \(2i\varepsilon\sigma_y\) and has norm \(2|\varepsilon|\), so claim 4 gives \(\|\sigma_z(t)-\sigma_z\|\le2|\varepsilon||t|\). For a unit vector \(\psi\), the change of \(\langle\psi|A(t)|\psi\rangle\) is at most \(\|A(t)-A\|\). For self-adjoint \(H\) the drift is also at most \(2\|A\|\) at all times, so the linear bound is informative only while \(|t|\,\|[A,H]\|<2\|A\|\).
